# For bounded operators, averaging the two orders of a split exponential cancels the $h^2$ error

## Does the average of both products gain an order?

To propagate a density matrix by a short imaginary time $h$ in a finite basis, I multiply the kinetic and potential exponentials in both orders and average the two products. With $A=-T$ and $B=-V$, the step is

$$M(h)=\tfrac12\left(e^{hA}e^{hB}+e^{hB}e^{hA}\right).$$

I believe that its error against $e^{h(A+B)}$ starts at $h^3$, with a coefficient made of double commutators. Can this be stated rigorously and checked by machine, and are equal weights essential?

## The $h^2$ terms cancel, and only for equal weights if $[A,B]\neq0$

**Expansion by hand.** Insert $e^{hX}=1+hX+\frac{h^2}{2}X^2+\frac{h^3}{6}X^3+O(h^4)$ into one ordering:

$$e^{hA}e^{hB}=1+h(A+B)+\tfrac{h^2}{2}(A^2+2AB+B^2)+h^3\left(\tfrac{A^3+B^3}{6}+\tfrac{A^2B+AB^2}{2}\right)+O(h^4).$$

Averaging with the reverse order turns $2AB$ into $AB+BA$, so the quadratic term becomes $\frac{h^2}{2}(A+B)^2$, which is the exact one. The cubic coefficient of the average is

$$\tfrac16(A^3+B^3)+\tfrac14(A^2B+AB^2+B^2A+BA^2).$$

Subtracting $\frac16(A+B)^3$, with all eight ordered products written out, leaves

$$\tfrac1{12}(A^2B-2ABA+BA^2+B^2A-2BAB+AB^2)=\tfrac1{12}\left([A,[A,B]]+[B,[B,A]]\right).$$

With weights $w$ and $1-w$ on the two orderings, the $h^2$ coefficient of the error is

$$wAB+(1-w)BA-\tfrac12(AB+BA)=(w-\tfrac12)[A,B].$$

**What the Lean theorems say.** `𝔸` is a real normed algebra, and `CompleteSpace 𝔸` makes it complete. Real or complex matrices with a submultiplicative norm qualify, as do bounded operators on a Hilbert space; an unbounded kinetic operator does not. `lieStep`, `averagedStep` and `weightedStep` are one ordering, $M(h)$ and the weighted mixture, and `comm X Y` is $XY-YX$. The filter `𝓝[≠] 0` lets the real step $h$ approach zero from both sides without equalling it.

`averagedStep_error_limit` states that the error divided by $h^3$ tends to the coefficient above. `weightedStep_error_limit` gives the $h^2$ coefficient for any real $w$, and `equal_weights_iff` states that, when `comm A B ≠ 0`, the error divided by $h^2$ tends to zero exactly when $w=1/2$. These are limits for fixed $A$ and $B$; they give no error bound at a finite step.

```lean
import Mathlib

open Filter Topology

namespace AveragedSplitting

noncomputable section

/-- The commutator `[X, Y] = XY - YX`. -/
def comm {R : Type*} [Ring R] (X Y : R) : R := X * Y - Y * X

variable {𝔸 : Type*} [NormedRing 𝔸] [NormedAlgebra ℝ 𝔸]

/-- One split step of length `h` in a single ordering, `exp(hA) exp(hB)`. -/
def lieStep (A B : 𝔸) (h : ℝ) : 𝔸 :=
  NormedSpace.exp (h • A) * NormedSpace.exp (h • B)

/-- The mean of the split steps in the two possible orderings. -/
def averagedStep (A B : 𝔸) (h : ℝ) : 𝔸 :=
  (1 / 2 : ℝ) • (lieStep A B h + lieStep B A h)

/-- The two orderings mixed with weights `w` and `1 - w`. -/
def weightedStep (w : ℝ) (A B : 𝔸) (h : ℝ) : 𝔸 :=
  w • lieStep A B h + (1 - w) • lieStep B A h

/-- As the nonzero real `h` tends to zero, `exp(hX)` minus its quadratic Taylor polynomial, divided
by `h³`, tends to `X³/6`. -/
theorem exp_cubic_limit [CompleteSpace 𝔸] (X : 𝔸) :
    Tendsto (fun h : ℝ => (h ^ 3)⁻¹ •
      (NormedSpace.exp (h • X) - (1 + h • X + (h ^ 2 / 2) • X ^ 2)))
      (𝓝[≠] 0) (𝓝 ((1 / 6 : ℝ) • X ^ 3)) := by
  -- the power series of the exponential bounds the quartic remainder
  have H := (NormedSpace.exp_hasFPowerSeriesAt_zero (𝕂 := ℝ)
    (𝔸 := 𝔸)).isBigO_sub_partialSum_pow 4
  obtain ⟨C, hC⟩ := H.bound
  have hp : ∀ y : 𝔸, (NormedSpace.expSeries ℝ 𝔸).partialSum 4 y
      = 1 + y + (1 / 2 : ℝ) • y ^ 2 + (1 / 6 : ℝ) • y ^ 3 := by
    intro y
    simp only [FormalMultilinearSeries.partialSum, Finset.sum_range_succ,
      Finset.sum_range_zero, NormedSpace.expSeries_apply_eq]
    norm_num [Nat.factorial]
  have hX : Tendsto (fun h : ℝ => h • X) (𝓝[≠] 0) (𝓝 0) := by
    have c : Continuous (fun h : ℝ => h • X) := by fun_prop
    have t := (c.tendsto 0).mono_left (nhdsWithin_le_nhds (s := {0}ᶜ))
    simpa using t
  have hlim : Tendsto (fun h : ℝ => C * ‖X‖ ^ 4 * |h|) (𝓝[≠] 0) (𝓝 0) := by
    have c : Continuous (fun h : ℝ => C * ‖X‖ ^ 4 * |h|) := by fun_prop
    have t := (c.tendsto 0).mono_left (nhdsWithin_le_nhds (s := {0}ᶜ))
    simpa using t
  rw [tendsto_iff_norm_sub_tendsto_zero]
  refine squeeze_zero' (Eventually.of_forall fun _ => norm_nonneg _) ?_ hlim
  filter_upwards [hX.eventually hC, self_mem_nhdsWithin] with h hb hh
  have hh : h ≠ 0 := hh
  have hpos : 0 < |h| := abs_pos.2 hh
  rw [zero_add, hp, norm_pow, norm_norm] at hb
  have e : (h ^ 3)⁻¹ • (NormedSpace.exp (h • X) - (1 + h • X + (h ^ 2 / 2) • X ^ 2))
      - (1 / 6 : ℝ) • X ^ 3 = (h ^ 3)⁻¹ • (NormedSpace.exp (h • X)
        - (1 + h • X + (1 / 2 : ℝ) • (h • X) ^ 2 + (1 / 6 : ℝ) • (h • X) ^ 3)) := by
    rw [smul_pow, smul_pow]
    match_scalars <;> first | ring1 | field_simp
  rw [e, norm_smul, norm_inv, norm_pow, Real.norm_eq_abs, inv_mul_le_iff₀ (by positivity)]
  refine hb.trans (le_of_eq ?_)
  rw [norm_smul, Real.norm_eq_abs]
  ring

/-- For any `r` and `s`, add `h³r` and `h³s` to the quadratic Taylor polynomials of `exp(hA)` and
`exp(hB)` and multiply. The result minus the quadratic Taylor polynomial of `exp(hA) exp(hB)` is
`h³` times the expression shown. -/
theorem product_expansion (A B r s : 𝔸) (h : ℝ) :
    (1 + h • A + (h ^ 2 / 2) • A ^ 2 + h ^ 3 • r) *
        (1 + h • B + (h ^ 2 / 2) • B ^ 2 + h ^ 3 • s)
      - (1 + h • (A + B) + (h ^ 2 / 2) • (A ^ 2 + (2 : ℝ) • (A * B) + B ^ 2))
    = h ^ 3 • (r * (1 + h • B + (h ^ 2 / 2) • B ^ 2)
        + (1 + h • A + (h ^ 2 / 2) • A ^ 2) * s + h ^ 3 • (r * s)
        + ((1 / 2 : ℝ) • (A ^ 2 * B + A * B ^ 2) + (h / 4) • (A ^ 2 * B ^ 2))) := by
  simp only [mul_add, add_mul, smul_mul_assoc, mul_smul_comm, mul_one, one_mul]
  module

/-- The cubic Taylor coefficient of the split step in a single ordering, as a limit. -/
theorem lieStep_cubic_limit [CompleteSpace 𝔸] (A B : 𝔸) :
    Tendsto (fun h : ℝ => (h ^ 3)⁻¹ • (lieStep A B h
      - (1 + h • (A + B) + (h ^ 2 / 2) • (A ^ 2 + (2 : ℝ) • (A * B) + B ^ 2))))
      (𝓝[≠] 0) (𝓝 ((1 / 6 : ℝ) • A ^ 3 + (1 / 6 : ℝ) • B ^ 3
        + (1 / 2 : ℝ) • (A ^ 2 * B + A * B ^ 2))) := by
  have hA := exp_cubic_limit A
  have hB := exp_cubic_limit B
  have hid : Tendsto (fun h : ℝ => h) (𝓝[≠] 0) (𝓝 0) :=
    tendsto_nhdsWithin_of_tendsto_nhds tendsto_id
  have hT : ∀ X : 𝔸, Tendsto (fun h : ℝ => 1 + h • X + (h ^ 2 / 2) • X ^ 2)
      (𝓝[≠] 0) (𝓝 1) := by
    intro X
    have c : Continuous (fun h : ℝ => 1 + h • X + (h ^ 2 / 2) • X ^ 2) := by fun_prop
    have t := (c.tendsto 0).mono_left (nhdsWithin_le_nhds (s := {0}ᶜ))
    simpa using t
  have hP : Tendsto (fun h : ℝ => (1 / 2 : ℝ) • (A ^ 2 * B + A * B ^ 2)
      + (h / 4) • (A ^ 2 * B ^ 2)) (𝓝[≠] 0)
      (𝓝 ((1 / 2 : ℝ) • (A ^ 2 * B + A * B ^ 2))) := by
    have c : Continuous (fun h : ℝ => (1 / 2 : ℝ) • (A ^ 2 * B + A * B ^ 2)
      + (h / 4) • (A ^ 2 * B ^ 2)) := by fun_prop
    have t := (c.tendsto 0).mono_left (nhdsWithin_le_nhds (s := {0}ᶜ))
    simpa using t
  have L := (((hA.mul (hT B)).add ((hT A).mul hB)).add
    ((hid.pow 3).smul (hA.mul hB))).add hP
  rw [mul_one, one_mul, zero_pow three_ne_zero, zero_smul, add_zero] at L
  refine L.congr' ?_
  filter_upwards [self_mem_nhdsWithin] with h hh
  have h3 : h ^ 3 ≠ 0 := pow_ne_zero 3 hh
  -- each exponential is its Taylor polynomial plus h³ times its scaled remainder
  have eX : ∀ X : 𝔸, 1 + h • X + (h ^ 2 / 2) • X ^ 2 + h ^ 3 • ((h ^ 3)⁻¹ •
      (NormedSpace.exp (h • X) - (1 + h • X + (h ^ 2 / 2) • X ^ 2)))
      = NormedSpace.exp (h • X) := by
    intro X
    rw [smul_inv_smul₀ h3]
    abel
  have key := product_expansion A B
    ((h ^ 3)⁻¹ • (NormedSpace.exp (h • A) - (1 + h • A + (h ^ 2 / 2) • A ^ 2)))
    ((h ^ 3)⁻¹ • (NormedSpace.exp (h • B) - (1 + h • B + (h ^ 2 / 2) • B ^ 2))) h
  rw [eX A, eX B] at key
  exact ((inv_smul_eq_iff₀ h3).2 key).symm

/-- The error of the averaged step, divided by `h³`, tends to
`([A,[A,B]] + [B,[B,A]])/12` as the nonzero time step `h` tends to zero. -/
theorem averagedStep_error_limit [CompleteSpace 𝔸] (A B : 𝔸) :
    Tendsto (fun h : ℝ => (h ^ 3)⁻¹ •
      (averagedStep A B h - NormedSpace.exp (h • (A + B)))) (𝓝[≠] 0)
      (𝓝 ((1 / 12 : ℝ) • (comm A (comm A B) + comm B (comm B A)))) := by
  have L := (((lieStep_cubic_limit A B).add (lieStep_cubic_limit B A)).const_smul
    (1 / 2 : ℝ)).sub (exp_cubic_limit (A + B))
  have sq : (A + B) ^ 2 = A ^ 2 + A * B + B * A + B ^ 2 := by
    simp only [pow_two, mul_add, add_mul]
    abel
  -- the cubic coefficients combine into double commutators
  have e : (1 / 2 : ℝ) • (((1 / 6 : ℝ) • A ^ 3 + (1 / 6 : ℝ) • B ^ 3
        + (1 / 2 : ℝ) • (A ^ 2 * B + A * B ^ 2))
      + ((1 / 6 : ℝ) • B ^ 3 + (1 / 6 : ℝ) • A ^ 3
        + (1 / 2 : ℝ) • (B ^ 2 * A + B * A ^ 2))) - (1 / 6 : ℝ) • (A + B) ^ 3
      = (1 / 12 : ℝ) • (comm A (comm A B) + comm B (comm B A)) := by
    simp only [comm, pow_succ, pow_zero, one_mul, mul_add, add_mul, mul_sub, sub_mul,
      mul_assoc]
    module
  rw [e] at L
  refine L.congr fun h => ?_
  -- all terms through second order cancel
  simp only [averagedStep, sq]
  module

/-- With weights `w` and `1 - w` on the two orderings, the error divided by `h²` tends to
`(w - 1/2)[A,B]`. -/
theorem weightedStep_error_limit [CompleteSpace 𝔸] (w : ℝ) (A B : 𝔸) :
    Tendsto (fun h : ℝ => (h ^ 2)⁻¹ •
      (weightedStep w A B h - NormedSpace.exp (h • (A + B)))) (𝓝[≠] 0)
      (𝓝 ((w - 1 / 2) • comm A B)) := by
  have hid : Tendsto (fun h : ℝ => h) (𝓝[≠] 0) (𝓝 0) :=
    tendsto_nhdsWithin_of_tendsto_nhds tendsto_id
  have L := (hid.smul ((((lieStep_cubic_limit A B).const_smul w).add
    ((lieStep_cubic_limit B A).const_smul (1 - w))).sub
    (exp_cubic_limit (A + B)))).add_const ((w - 1 / 2) • comm A B)
  rw [zero_smul, zero_add] at L
  have sq : (A + B) ^ 2 = A ^ 2 + A * B + B * A + B ^ 2 := by
    simp only [pow_two, mul_add, add_mul]
    abel
  refine L.congr' ?_
  filter_upwards [self_mem_nhdsWithin] with h hh
  have hh : h ≠ 0 := hh
  simp only [weightedStep, comm, sq]
  match_scalars <;> first | ring1 | (field_simp; done) | (field_simp; ring1)

/-- If `A` and `B` do not commute, the error of the weighted step vanishes faster than `h²`
exactly when the two orderings have equal weight. -/
theorem equal_weights_iff [CompleteSpace 𝔸] (w : ℝ) (A B : 𝔸) (hAB : comm A B ≠ 0) :
    Tendsto (fun h : ℝ => (h ^ 2)⁻¹ •
      (weightedStep w A B h - NormedSpace.exp (h • (A + B)))) (𝓝[≠] 0) (𝓝 0)
      ↔ w = 1 / 2 := by
  have L := weightedStep_error_limit w A B
  constructor
  · intro h0
    have h1 := tendsto_nhds_unique L h0
    exact sub_eq_zero.1 ((smul_eq_zero.1 h1).resolve_right hAB)
  · intro hw
    have hz : (w - 1 / 2) • comm A B = 0 := by rw [hw, sub_self, zero_smul]
    rwa [hz] at L

/-- The values of the commutator and of the sum of double commutators for the two-level raising and
lowering matrices. -/
theorem commutators_witness :
    comm (!![0, 1; 0, 0] : Matrix (Fin 2) (Fin 2) ℝ) !![0, 0; 1, 0] = !![1, 0; 0, -1] ∧
    comm (!![0, 1; 0, 0] : Matrix (Fin 2) (Fin 2) ℝ) (comm !![0, 1; 0, 0] !![0, 0; 1, 0])
      + comm !![0, 0; 1, 0] (comm !![0, 0; 1, 0] !![0, 1; 0, 0]) = !![0, -2; -2, 0] := by
  constructor <;> ext i j <;> fin_cases i <;> fin_cases j <;>
    norm_num [comm, Matrix.mul_apply, Fin.sum_univ_succ]

end

end AveragedSplitting
```

```lean
#print axioms AveragedSplitting.averagedStep_error_limit
-- 'AveragedSplitting.averagedStep_error_limit' depends on axioms: [propext, Classical.choice, Quot.sound]
#print axioms AveragedSplitting.equal_weights_iff
-- 'AveragedSplitting.equal_weights_iff' depends on axioms: [propext, Classical.choice, Quot.sound]
```

**How the proof follows the expansion.** `exp_cubic_limit` takes a quartic remainder bound from the exponential's power series. After division by $|h|^3$, the distance from $X^3/6$ is at most $C\|X\|^4|h|$ for small $h$, and `squeeze_zero'` finishes the argument.

`product_expansion` is an exact identity for two quadratic Taylor polynomials with remainders $h^3r$ and $h^3s$. `lieStep_cubic_limit` substitutes the scaled exponential remainders for $r$ and $s$, then takes the limit term by term.

`averagedStep_error_limit` averages these limits for the two orderings and subtracts the one for $A+B$. Its equation `e` is the double-commutator calculation, while the final `module` checks the cancellation through $h^2$. For general weights, the cubic limits are multiplied by $h$, so they vanish and leave $(w-\frac12)[A,B]$. Uniqueness of limits then gives `equal_weights_iff`.

**A two-level case.** `commutators_witness` computes $[A,B]$ and the double-commutator sum for the raising matrix $A$ and the lowering matrix $B$; both values are nonzero. These matrices are not Hermitian, so they test the algebra and do not represent $-T$ and $-V$. Here $A^2=B^2=0$, so the exponentials can be written in closed form. With $\sigma_x=A+B$,

$$M(h)-e^{h(A+B)}=\left(1+\tfrac{h^2}{2}-\cosh h\right)I+(h-\sinh h)\,\sigma_x.$$

Divided by $h^3$, this tends to $-\sigma_x/6$, in agreement with the general coefficient. The gain for this pair is therefore exactly one order.

**Commuting operators.** Without `comm A B ≠ 0`, the equal-weight criterion fails. In the $1\times1$ case $A=B=-1$, both orderings and the exact exponential equal $e^{-2h}$, so every $w$ gives zero error, including $w=0$.
